# Two volume-conserving strain paths with even energy under full cubic symmetry

## Shearing a crystal at fixed volume

To find the shear stiffness of a cubic crystal from total energies, one deforms the cell by a small amplitude $d$ and reads off the curvature of the energy. If the starting cell is under pressure, any change of volume enters the energy at first order and mixes with the shear response. The obvious choice, stretching $x$ by $d$ and compressing $y$ by $d$, multiplies the volume by $(1+d)(1-d)=1-d^2$. The volume error is of second order, the same order as the curvature being sought.

A small strain along $z$ can repair this. How large must it be, what does it add to the energy, and do positive and negative $d$ carry different information?

## The two paths and their energies

Let $e$ be a real symmetric $3\times3$ strain matrix, and let $1+e$ be the deformation. For $|d|<1$ take

$$e^{\rm o}=\mathrm{diag}(d,-d,z),\quad z=\frac{d^2}{1-d^2},$$

and the shear strain $e^{\rm s}$ with $e_{xy}=e_{yx}=d/2$, $e_{zz}=w=d^2/(4-d^2)$ and all other components zero. Both satisfy $\det(1+e)=1$.

For a starting cell without stress, the harmonic energy density, with elastic constants $C_{11},C_{12},C_{44}$, is

$$U(e)=\sum_i \tfrac12C_{11}e_{ii}^2+\sum_{i\ne j}\left(\tfrac12C_{12}e_{ii}e_{jj}+C_{44}e_{ij}^2\right).$$

On the two paths it equals

$$U(e^{\rm o})=(C_{11}-C_{12})d^2+\tfrac12C_{11}z^2,\qquad U(e^{\rm s})=\tfrac12C_{44}d^2+\tfrac12C_{11}w^2.$$

Any energy $E(e)$ with full cubic symmetry, harmonic or not, is even in $d$ along both paths. In total-energy calculations of elastic constants, negative amplitudes on these two paths therefore repeat the positive ones, provided that the computed energy has this symmetry; a sampling mesh of lower symmetry can break it.

## The derivation by hand

**Volume.** With the $zz$ strain left free and called $z$, the determinants are

$$\det(1+e^{\rm o})=(1-d^2)(1+z),\qquad \det(1+e^{\rm s})=\left(1-\tfrac{d^2}{4}\right)(1+z).$$

Setting each to 1 gives $z=d^2/(1-d^2)$ and $z=d^2/(4-d^2)$. The solution is unique as long as the first factor is nonzero, which holds for $|d|<1$ and $|d|<2$ respectively.

**Energy.** For the first strain, the diagonal terms give $\tfrac12C_{11}(2d^2+z^2)$. The $C_{12}$ terms give $C_{12}(-d^2+dz-dz)=-C_{12}d^2$. For the second, only $e_{zz}$ is nonzero on the diagonal, so the $C_{12}$ terms vanish, and the two off-diagonal entries give $2C_{44}(d/2)^2=\tfrac12C_{44}d^2$.

**Symmetry.** A signed permutation matrix has entries $P_{ij}=s_i\delta_{\sigma(i)j}$, with signs $s_i=\pm1$ and a permutation $\sigma$ of the axes. Hence

$$(PeP^T)_{ij}=\sum_{k,l}P_{ik}e_{kl}P_{jl}=s_is_j\,e_{\sigma(i)\sigma(j)}.$$

In $U$ the signs disappear, because diagonal entries carry $s_i^2=1$ and off-diagonal entries are squared. The permutation only reorders the double sum, so $U$ is invariant.

For a general invariant $E$, exchanging $x$ and $y$ turns $\mathrm{diag}(d,-d,z)$ into $\mathrm{diag}(-d,d,z)$. Reflecting $x$ changes the sign of $e_{xy}$ and leaves $e_{zz}$ alone. Both operations reverse $d$ at fixed $zz$ strain, and $z$ and $w$ depend only on $d^2$. So $E$ is even.

**Curvature.** Dividing by $d^2$ gives

$$\frac{U(e^{\rm o})}{d^2}=C_{11}-C_{12}+\frac{C_{11}}2\left(\frac{d}{1-d^2}\right)^2,\qquad
\frac{U(e^{\rm s})}{d^2}=\frac{C_{44}}2+\frac{C_{11}}2\left(\frac{d}{4-d^2}\right)^2.$$

As $d\to0$ these tend to $C_{11}-C_{12}$ and $C_{44}/2$. The second derivatives of $U$ at $d=0$ are twice these limits, $2(C_{11}-C_{12})$ and $C_{44}$. The $zz$ strain adds only terms of order $d^4$ to $U$; in a real crystal, anharmonic terms generally contribute at that order too.

**Fit error.** Suppose that $E$ along a path equals $a_0+a_1d+a_2d^2+a_3d^3+r(d)$ with $|r(d)|\le Kd^4$. Averaging the expressions at $d$ and $-d$, where $E$ has the same value, gives

$$E-(a_0+a_2d^2)=\tfrac12\left[r(d)+r(-d)\right],$$

which is again at most $Kd^4$ in absolute value. Since the bound holds for all small $d$, evenness in fact forces $a_1=a_3=0$.

## When only cyclic exchanges are symmetries

Some cubic crystal classes permute the axes only cyclically. The energy

$$E(e)=(e_{xx}-e_{yy})(e_{yy}-e_{zz})(e_{zz}-e_{xx})$$

is invariant under cyclic permutations and all reflections of the axes, but changes sign when $x$ and $y$ are exchanged. It is unbounded below, so alone it does not describe a stable crystal, but it can occur as a third-order term added to $U$. On the first path this term equals $2d(d^2-z^2)$, which is odd. At $d=\tfrac12$, where $z=\tfrac13$, it is $\tfrac5{36}$, and at $d=-\tfrac12$ it is $-\tfrac5{36}$. Cyclic permutations and reflections are thus not enough to make the energy even on the first path.

## Reading the Lean statement

Strains have type `Matrix (Fin 3) (Fin 3) ℝ`, with indices 0, 1, 2 for $x,y,z$. `orthoStrain` and `shearStrain` leave the $zz$ component free; `orthoPath` and `shearPath` insert the volume-conserving values. The shear convention is $e_{xy}=d/2$, so $d$ is the engineering shear. `cubicEnergy` is $U$.

`CubicInvariant E` says that `E` is unchanged on symmetric strains under conjugation by all 48 matrices `signedPerm s σ`. It stands for a cubic crystal whose symmetry operations include the exchange of two axes, besides the cyclic permutations. Inversion leaves every strain unchanged, so zinc blende, which has no inversion centre, is covered too. `cubicInvariant_witness` shows that $U$ has this property for all values of the constants, with no stability condition.

The main theorem, `volume_conserving_strains`, assumes only `|d| < 1` and combines the two determinants, the two energies and the evenness of every invariant `E`. The energy is a function of strain alone. The atoms inside the cell may be relaxed at each strain or simply carried along with the deformation, and the elastic constants are then the relaxed or the clamped-ion ones. The constants in $U$ are given parameters, not derived from an electronic or interatomic model.

In `quadratic_fit_error` the hypothesis `hfit` stands for a smooth energy curve with a controlled fourth-order remainder. It is required on all of $|d|<1$, which is demanding on the first path: there $z$ diverges as $|d|\to1$, and $U$ itself violates the bound if $C_{11}\neq0$. The averaging uses only the two points $\pm d$, so the same argument serves on a smaller symmetric interval.

## The complete file

```lean
import Mathlib

open Matrix Filter Topology

namespace VolumeConservingStrains

noncomputable section

/-- The signed permutation matrix that sends axis `σ i` to axis `i` with sign `s i`. -/
def signedPerm (s : Fin 3 → ℤˣ) (σ : Equiv.Perm (Fin 3)) : Matrix (Fin 3) (Fin 3) ℝ :=
  Matrix.of fun i j => if σ i = j then ((s i : ℤ) : ℝ) else 0

/-- An energy has cubic symmetry if conjugating any symmetric strain by any signed permutation
matrix leaves it unchanged. -/
def CubicInvariant (E : Matrix (Fin 3) (Fin 3) ℝ → ℝ) : Prop :=
  ∀ s σ e, e.IsSymm → E (signedPerm s σ * e * (signedPerm s σ)ᵀ) = E e

/-- The harmonic energy density of a cubic crystal at symmetric strain `e`, with elastic
constants `C11`, `C12`, `C44`. -/
def cubicEnergy (C11 C12 C44 : ℝ) (e : Matrix (Fin 3) (Fin 3) ℝ) : ℝ :=
  ∑ i, ∑ j, if i = j then C11 / 2 * e i i ^ 2
    else C12 / 2 * e i i * e j j + C44 * e i j ^ 2

/-- Stretch by `d` along x, compression by `d` along y, and strain `z` along the z axis. -/
def orthoStrain (d z : ℝ) : Matrix (Fin 3) (Fin 3) ℝ := !![d, 0, 0; 0, -d, 0; 0, 0, z]

/-- Shear `d / 2` in the xy plane, and strain `z` along the z axis. -/
def shearStrain (d z : ℝ) : Matrix (Fin 3) (Fin 3) ℝ := !![0, d / 2, 0; d / 2, 0, 0; 0, 0, z]

/-- The orthorhombic strain with zz component `d² / (1 - d²)`, for `|d| < 1`. -/
def orthoPath (d : ℝ) : Matrix (Fin 3) (Fin 3) ℝ := orthoStrain d (d ^ 2 / (1 - d ^ 2))

/-- The xy shear strain with zz component `d² / (4 - d²)`, for `|d| < 2`. -/
def shearPath (d : ℝ) : Matrix (Fin 3) (Fin 3) ℝ := shearStrain d (d ^ 2 / (4 - d ^ 2))

/-- Conjugation by a signed permutation matrix permutes the strain components and multiplies
them by the signs of the two axes. -/
theorem signedPerm_conj_apply (s : Fin 3 → ℤˣ) (σ : Equiv.Perm (Fin 3))
    (e : Matrix (Fin 3) (Fin 3) ℝ) (i j : Fin 3) :
    (signedPerm s σ * e * (signedPerm s σ)ᵀ) i j
      = ((s i : ℤ) : ℝ) * ((s j : ℤ) : ℝ) * e (σ i) (σ j) := by
  simp [signedPerm, Matrix.mul_apply, ite_mul, mul_ite]
  ring

/-- The harmonic energy density of a cubic crystal has cubic symmetry, for all values of the
three elastic constants. -/
theorem cubicInvariant_witness (C11 C12 C44 : ℝ) :
    CubicInvariant (cubicEnergy C11 C12 C44) := by
  intro s σ e _
  let F : Fin 3 → Fin 3 → ℝ := fun i j => if i = j then C11 / 2 * e i i ^ 2
    else C12 / 2 * e i i * e j j + C44 * e i j ^ 2
  have hs : ∀ i, ((s i : ℤ) : ℝ) * ((s i : ℤ) : ℝ) = 1 := by
    intro i
    rcases Int.units_eq_one_or (s i) with h | h <;> simp [h]
  -- the signs square to one, and the permutation only reorders the sums
  calc cubicEnergy C11 C12 C44 (signedPerm s σ * e * (signedPerm s σ)ᵀ)
      = ∑ i, ∑ j, F (σ i) (σ j) := by
        unfold cubicEnergy
        refine Finset.sum_congr rfl fun i _ => Finset.sum_congr rfl fun j _ => ?_
        have hij : (((s i : ℤ) : ℝ) * ((s j : ℤ) : ℝ) * e (σ i) (σ j)) ^ 2
            = e (σ i) (σ j) ^ 2 := by
          linear_combination (((s j : ℤ) : ℝ) ^ 2 * e (σ i) (σ j) ^ 2) * hs i
            + e (σ i) (σ j) ^ 2 * hs j
        simp only [F, signedPerm_conj_apply, σ.injective.eq_iff, hij, hs, one_mul]
    _ = ∑ i, ∑ j, F (σ i) j :=
        Finset.sum_congr rfl fun i _ => Equiv.sum_comp σ (F (σ i))
    _ = ∑ i, ∑ j, F i j := Equiv.sum_comp σ (fun i => ∑ j, F i j)

/-- For `|d| < 1` the orthorhombic strain conserves volume exactly when its zz component is
`d² / (1 - d²)`. -/
theorem det_ortho_iff (d z : ℝ) (hd : |d| < 1) :
    (1 + orthoStrain d z).det = 1 ↔ z = d ^ 2 / (1 - d ^ 2) := by
  have hdet : (1 + orthoStrain d z).det = (1 - d ^ 2) * (1 + z) := by
    simp [Matrix.det_fin_three, orthoStrain]
    exact Or.inl (by ring)
  obtain ⟨h1, h2⟩ := abs_lt.mp hd
  have h : 1 - d ^ 2 ≠ 0 := ne_of_gt (by nlinarith)
  rw [hdet, eq_div_iff h]
  constructor <;> intro hz <;> linear_combination hz

/-- For `|d| < 2` the xy shear strain conserves volume exactly when its zz component is
`d² / (4 - d²)`. -/
theorem det_shear_iff (d z : ℝ) (hd : |d| < 2) :
    (1 + shearStrain d z).det = 1 ↔ z = d ^ 2 / (4 - d ^ 2) := by
  have hdet : (1 + shearStrain d z).det = (1 - d ^ 2 / 4) * (1 + z) := by
    simp [Matrix.det_fin_three, shearStrain]
    ring
  obtain ⟨h1, h2⟩ := abs_lt.mp hd
  have h : 4 - d ^ 2 ≠ 0 := ne_of_gt (by nlinarith)
  rw [hdet, eq_div_iff h]
  constructor <;> intro hz
  · linear_combination 4 * hz
  · linear_combination hz / 4

/-- The harmonic energy densities of the two strains, for any zz component `z`. -/
theorem energy_strains (C11 C12 C44 d z : ℝ) :
    cubicEnergy C11 C12 C44 (orthoStrain d z) = (C11 - C12) * d ^ 2 + C11 * z ^ 2 / 2 ∧
    cubicEnergy C11 C12 C44 (shearStrain d z) = C44 * d ^ 2 / 2 + C11 * z ^ 2 / 2 := by
  constructor
  · simp [cubicEnergy, orthoStrain, Fin.sum_univ_three]
    ring
  · simp [cubicEnergy, shearStrain, Fin.sum_univ_three]
    ring

/-- An energy with cubic symmetry does not change when `d` is reversed at fixed zz component,
for either strain. -/
theorem energy_even {E : Matrix (Fin 3) (Fin 3) ℝ → ℝ} (hE : CubicInvariant E) (d z : ℝ) :
    E (orthoStrain (-d) z) = E (orthoStrain d z) ∧
    E (shearStrain (-d) z) = E (shearStrain d z) := by
  constructor
  · -- exchange of the x and y axes
    have hsymm : (orthoStrain d z).IsSymm := by
      ext i j
      fin_cases i <;> fin_cases j <;> simp [orthoStrain]
    rw [← hE 1 (Equiv.swap 0 1) _ hsymm]
    congr 1
    ext i j
    rw [signedPerm_conj_apply]
    fin_cases i <;> fin_cases j <;> simp [orthoStrain, Equiv.swap_apply_def]
  · -- reflection of the x axis
    have hsymm : (shearStrain d z).IsSymm := by
      ext i j
      fin_cases i <;> fin_cases j <;> simp [shearStrain]
    rw [← hE ![-1, 1, 1] 1 _ hsymm]
    congr 1
    ext i j
    rw [signedPerm_conj_apply]
    fin_cases i <;> fin_cases j <;> simp [shearStrain] <;> ring

/-- For `|d| < 1` both strain paths conserve volume, their cubic harmonic energy densities are
as displayed, and every energy with cubic symmetry is even in `d` along them. -/
theorem volume_conserving_strains (C11 C12 C44 d : ℝ) (hd : |d| < 1) :
    ((1 + orthoPath d).det = 1 ∧ (1 + shearPath d).det = 1) ∧
    cubicEnergy C11 C12 C44 (orthoPath d)
      = (C11 - C12) * d ^ 2 + C11 * (d ^ 2 / (1 - d ^ 2)) ^ 2 / 2 ∧
    cubicEnergy C11 C12 C44 (shearPath d)
      = C44 * d ^ 2 / 2 + C11 * (d ^ 2 / (4 - d ^ 2)) ^ 2 / 2 ∧
    ∀ E, CubicInvariant E →
      E (orthoPath (-d)) = E (orthoPath d) ∧ E (shearPath (-d)) = E (shearPath d) := by
  refine ⟨⟨(det_ortho_iff d _ hd).2 rfl, (det_shear_iff d _ (by linarith)).2 rfl⟩,
    (energy_strains C11 C12 C44 d _).1, (energy_strains C11 C12 C44 d _).2, fun E hE => ?_⟩
  unfold orthoPath shearPath
  rw [neg_sq]
  exact ⟨(energy_even hE d _).1, (energy_even hE d _).2⟩

/-- As `d` tends to zero, the harmonic energy density divided by `d²` tends to `C11 - C12` on
the orthorhombic path and to `C44 / 2` on the shear path. -/
theorem elastic_constants_limit (C11 C12 C44 : ℝ) :
    Tendsto (fun d => cubicEnergy C11 C12 C44 (orthoPath d) / d ^ 2) (𝓝[≠] 0)
      (𝓝 (C11 - C12)) ∧
    Tendsto (fun d => cubicEnergy C11 C12 C44 (shearPath d) / d ^ 2) (𝓝[≠] 0)
      (𝓝 (C44 / 2)) := by
  -- the zz strain contributes only a term that vanishes with d
  have aux : ∀ a k : ℝ, k ≠ 0 →
      Tendsto (fun d : ℝ => a + C11 / 2 * (d * (k - d ^ 2)⁻¹) ^ 2) (𝓝[≠] 0) (𝓝 a) := by
    intro a k hk
    have hi : ContinuousAt (fun d : ℝ => (k - d ^ 2)⁻¹) 0 :=
      ContinuousAt.inv₀ (by fun_prop) (by simpa using hk)
    have hc : ContinuousAt (fun d : ℝ => a + C11 / 2 * (d * (k - d ^ 2)⁻¹) ^ 2) 0 :=
      continuousAt_const.add (continuousAt_const.mul ((continuousAt_id.mul hi).pow 2))
    have h : Tendsto (fun d : ℝ => a + C11 / 2 * (d * (k - d ^ 2)⁻¹) ^ 2) (𝓝 0)
        (𝓝 (a + C11 / 2 * (0 * (k - 0 ^ 2)⁻¹) ^ 2)) := hc
    rw [show a + C11 / 2 * (0 * (k - 0 ^ 2)⁻¹) ^ 2 = a by simp] at h
    exact h.mono_left nhdsWithin_le_nhds
  constructor
  · refine (aux (C11 - C12) 1 one_ne_zero).congr' ?_
    filter_upwards [self_mem_nhdsWithin] with d hd
    have hd' : d ≠ 0 := hd
    rw [orthoPath, (energy_strains C11 C12 C44 d _).1, eq_div_iff (pow_ne_zero 2 hd')]
    ring
  · refine (aux (C44 / 2) 4 four_ne_zero).congr' ?_
    filter_upwards [self_mem_nhdsWithin] with d hd
    have hd' : d ≠ 0 := hd
    rw [shearPath, (energy_strains C11 C12 C44 d _).2, eq_div_iff (pow_ne_zero 2 hd')]
    ring

/-- If an energy with cubic symmetry follows a cubic polynomial in `d` on either path up to
`K d⁴` for `|d| < 1`, then the constant and quadratic terms alone reproduce it up to `K d⁴`. -/
theorem quadratic_fit_error {E : Matrix (Fin 3) (Fin 3) ℝ → ℝ} (hE : CubicInvariant E)
    {e : ℝ → Matrix (Fin 3) (Fin 3) ℝ} (he : e = orthoPath ∨ e = shearPath)
    {a₀ a₁ a₂ a₃ K : ℝ}
    (hfit : ∀ d, |d| < 1 →
      |E (e d) - (a₀ + a₁ * d + a₂ * d ^ 2 + a₃ * d ^ 3)| ≤ K * d ^ 4)
    (d : ℝ) (hd : |d| < 1) : |E (e d) - (a₀ + a₂ * d ^ 2)| ≤ K * d ^ 4 := by
  have heven : E (e (-d)) = E (e d) := by
    have h := (volume_conserving_strains 0 0 0 d hd).2.2.2 E hE
    rcases he with rfl | rfl
    · exact h.1
    · exact h.2
  -- averaging the bounds at d and -d removes the odd terms
  have h1 := abs_le.mp (hfit d hd)
  have h2 := hfit (-d) (by rwa [abs_neg])
  rw [heven, show (-d) ^ 2 = d ^ 2 by ring, show (-d) ^ 3 = -d ^ 3 by ring,
    show (-d) ^ 4 = d ^ 4 by ring] at h2
  have h3 := abs_le.mp h2
  exact abs_le.mpr ⟨by linarith [h1.1, h3.1], by linarith [h1.2, h3.2]⟩

end

end VolumeConservingStrains
```

```lean
#print axioms VolumeConservingStrains.volume_conserving_strains
-- 'VolumeConservingStrains.volume_conserving_strains' depends on axioms: [propext, Classical.choice, Quot.sound]
#print axioms VolumeConservingStrains.elastic_constants_limit
-- 'VolumeConservingStrains.elastic_constants_limit' depends on axioms: [propext, Classical.choice, Quot.sound]
#print axioms VolumeConservingStrains.quadratic_fit_error
-- 'VolumeConservingStrains.quadratic_fit_error' depends on axioms: [propext, Classical.choice, Quot.sound]
```

## How the Lean proof runs

`signedPerm_conj_apply` is the component formula for $PeP^T$. `simp` expands the matrix products and collapses the sums over the single nonzero entry in each row, and `ring` orders the factors.

In `cubicInvariant_witness`, `hs` records $s_i^2=1$, and `hij` removes the signs from a squared component. The `calc` chain then rewrites the energy as a double sum over $F(\sigma(i),\sigma(j))$ and applies `Equiv.sum_comp` twice, once for each index.

`det_ortho_iff` and `det_shear_iff` first establish the factored determinants. `nlinarith` shows that the denominator is positive, and `linear_combination` proves both directions of the equivalence, so the $zz$ strain is shown to be unique as well as sufficient. `energy_strains` expands the nine terms of the double sum and simplifies them.

`energy_even` applies the invariance hypothesis to the two chosen operations: `Equiv.swap 0 1` with all signs positive, and the signs `![-1, 1, 1]` with the identity permutation. After `congr 1`, it remains to compare two matrices, and `fin_cases` checks their entries one by one.

The main theorem assembles these results. In addition, `linarith` weakens $|d|<1$ to $|d|<2$ for the shear determinant, and `neg_sq` identifies the $zz$ strains at $d$ and $-d$.

For `elastic_constants_limit`, the auxiliary statement `aux` treats both paths together, with $k=1$ or $k=4$ in $d/(k-d^2)$. It obtains the limit from continuity at zero, and `congr'` transfers it to the energy ratio, which agrees with the simplified expression for $d\ne0$.

Finally, `quadratic_fit_error` takes evenness from the main theorem and writes the bounds at $d$ and $-d$ as pairs of inequalities. `linarith` carries out the averaging that removes $a_1$ and $a_3$.
